# Exchange energies of one grid density: RPBE ≤ PBE ≤ PBEsol ≤ LDA

For the same nonnegative density, reduced gradients and nonnegative quadrature weights on a finite grid, the exchange energies satisfy

$$E_{\mathrm{RPBE}}(\mu)\le E_{\mathrm{PBE}}(\mu)\le E_{\mathrm{PBE}}(\mu')\le E_{\mathrm{LDA}},\qquad \kappa>0,\quad 0\le\mu'\le\mu .$$

All the gradient-corrected functionals share the parameter $\kappa$. The exchange part of PBEsol has the PBE form with a smaller coefficient, here $\mu'$.

## Enhancement factors on a grid

A generalised gradient approximation (GGA) multiplies the local exchange energy density by an enhancement factor $F(s)$, where $s$ is the reduced density gradient. Let grid point $k$ have weight $w_k$, density $n_k$ and reduced gradient $s_k$. In units of the Dirac exchange constant, the spin-unpolarised exchange energy is

$$E_F=-\sum_k w_k\,n_k^{4/3}F(s_k).$$

The factors are

$$F_{\mathrm{LDA}}=1,\qquad F^{\mu}_{\mathrm{PBE}}(s)=1+\frac{\kappa\mu s^2}{\kappa+\mu s^2},\qquad F^{\mu}_{\mathrm{RPBE}}(s)=1+\kappa\left(1-e^{-\mu s^2/\kappa}\right).$$

The coefficient $\mu$ sets the strength of the gradient correction at small $s$: both GGA factors begin as $1+\mu s^2$. For $\mu>0$ both saturate at $1+\kappa$ for large $s$, so $\kappa$ limits how far exchange can be enhanced over its local value.

## The ordering as a Lean statement

The grid is a finite type `ι`, and `w`, `n` and `s` are real-valued functions on it. `exchangeEnergy w n s F` is $E_F$ for an arbitrary function `F`; `lda`, `pbe κ μ` and `rpbe κ μ` are the three explicit factors. The theorem `gga_energy_ordering` assumes $w_k\ge0$ and $n_k\ge0$ at every point (`hw`, `hn`), $\kappa>0$ (`hκ`), $\mu'\ge0$ (`hμ'`) and $\mu'\le\mu$ (`h`). Its conclusion is the conjunction of the three inequalities. The sign of $s_k$ is free, because only $s_k^2$ enters, and an empty grid is allowed, with all energies zero.

The array `s` is an independent input and is not computed from `n`. The inequalities therefore hold in particular for gradients obtained from the density by any numerical scheme. Correlation, spin polarisation and the change of density in a self-consistent calculation lie beyond this model.

In a PAW calculation the chain ranks each separate evaluation of exchange on a fixed nonnegative density and a fixed grid with nonnegative weights. It does not by itself rank the full PAW exchange energy, in which the one-centre pseudo-density terms are subtracted.

## Signs of the factor differences

Write $a_k=w_kn_k^{4/3}\ge0$. For two factors $F$ and $G$,

$$E_G-E_F=\sum_k a_k\left[F(s_k)-G(s_k)\right],$$

so a factor that is at least as large at every grid point gives an energy that is at most as high. Three pointwise comparisons remain.

**PBE with two coefficients.** Over a common denominator, the numerator is $\kappa s^2[\mu(\kappa+\mu's^2)-\mu'(\kappa+\mu s^2)]$. The terms in $\mu\mu'$ cancel, which leaves

$$F^{\mu}_{\mathrm{PBE}}-F^{\mu'}_{\mathrm{PBE}}=(\mu-\mu')\,\frac{\kappa^2s^2}{(\kappa+\mu s^2)(\kappa+\mu's^2)}\ge0.$$

**RPBE against PBE.** Put $x=\mu s^2/\kappa\ge0$. The PBE correction is then $\kappa x/(1+x)$, and

$$F^{\mu}_{\mathrm{RPBE}}-F^{\mu}_{\mathrm{PBE}}
=\kappa\,\frac{(1+x)(1-e^{-x})-x}{1+x}
=\kappa\,\frac{1-(1+x)e^{-x}}{1+x}
=\frac{\kappa^2e^{-x}\left[e^x-(x+1)\right]}{\kappa+\mu s^2}.$$

The last step uses $\kappa(1+x)=\kappa+\mu s^2$. The bracket is nonnegative because the exponential lies above its tangent at zero.

**PBE against LDA.** The difference is $\kappa\mu's^2/(\kappa+\mu's^2)\ge0$.

Multiplying each comparison by $a_k$ and summing over the grid gives the chain.

## Strictness, equality and the size of the gap

If $0<\mu'<\mu$ and $s\ne0$, all three differences are positive; for RPBE against PBE this uses $e^x>x+1$ for $x\neq0$. One grid point with positive weight, positive density and nonzero gradient then makes every inequality in the chain strict.

For $\mu>0$, the RPBE and LDA energies are equal exactly when each point has $w_k=0$, $n_k=0$ or $s_k=0$. At any other point $a_k>0$ and the RPBE factor exceeds one, and no other term can compensate.

The first identity also bounds the effect of changing $\mu$. Its denominator is at least $\kappa^2$, hence

$$0\le E_{\mathrm{PBE}}(\mu')-E_{\mathrm{PBE}}(\mu)\le(\mu-\mu')\sum_k w_kn_k^{4/3}s_k^2 .$$

This bound is close when $\mu s_k^2$ is small compared with $\kappa$ at every point that contributes. At large gradients it is far too high: for $\mu'>0$ both PBE factors approach $1+\kappa$, so their difference tends to zero while the bound grows as $s^2$.

The pointwise criterion has a converse on a nonempty grid. Suppose $E_F\le E_G$ for all nonnegative arrays $w,n,s$. Choosing $w_k=n_k=1$ and $s_k=t\ge0$ on $N$ points gives $-NF(t)\le-NG(t)$, so $G(t)\le F(t)$. This test pairs a constant density with a nonzero gradient, which the independent arrays permit; the converse thus concerns grid data and not densities with their own gradients.

## A negative weight can reverse the chain

Take one grid point with $w=-1$, $n=s=1$, and set $\kappa=\mu=1$, $\mu'=1/2$. Every energy now equals $+F(1)$, and the four values, from RPBE to LDA, are

$$2-e^{-1}\approx1.63,\qquad \tfrac32,\qquad \tfrac43,\qquad 1 .$$

All three inequalities fail, so the theorem would be false if negative weights were admitted. A subtracted one-centre term in PAW acts like a contribution with negative weights.

## The complete Lean file

```lean
import Mathlib

open Finset

namespace GGAExchangeOrdering

noncomputable section

variable {ι : Type*} [Fintype ι]

/-- Exchange energy on a grid with weights `w`, densities `n` and reduced gradients `s`, for the
enhancement factor `F`, in units of the Dirac exchange constant. -/
def exchangeEnergy (w n s : ι → ℝ) (F : ℝ → ℝ) : ℝ :=
  -∑ k, w k * n k ^ (4 / 3 : ℝ) * F (s k)

/-- The LDA enhancement factor, equal to one for every reduced gradient. -/
def lda (_s : ℝ) : ℝ := 1

/-- The PBE enhancement factor, for `κ > 0` and `μ ≥ 0`; PBEsol has the same form with a
smaller `μ`. -/
def pbe (κ μ s : ℝ) : ℝ := 1 + κ * μ * s ^ 2 / (κ + μ * s ^ 2)

/-- The RPBE enhancement factor, for `κ > 0`. -/
def rpbe (κ μ s : ℝ) : ℝ := 1 + κ * (1 - Real.exp (-(μ * s ^ 2 / κ)))

/-- With nonnegative weights and densities, an enhancement factor that is at least as large at
every grid point gives an exchange energy that is at most as high. -/
theorem exchangeEnergy_anti {w n s : ι → ℝ} {F G : ℝ → ℝ} (hw : ∀ k, 0 ≤ w k)
    (hn : ∀ k, 0 ≤ n k) (h : ∀ k, G (s k) ≤ F (s k)) :
    exchangeEnergy w n s F ≤ exchangeEnergy w n s G := by
  unfold exchangeEnergy
  refine neg_le_neg (Finset.sum_le_sum fun k _ => ?_)
  exact mul_le_mul_of_nonneg_left (h k) (mul_nonneg (hw k) (Real.rpow_nonneg (hn k) _))

/-- On a nonempty grid, `F` gives an energy at most that of `G` for all nonnegative weights,
densities and reduced gradients exactly when `G ≤ F` at every nonnegative reduced gradient. -/
theorem energy_order_iff_factor_order [Nonempty ι] (F G : ℝ → ℝ) :
    (∀ w n s : ι → ℝ, (∀ k, 0 ≤ w k) → (∀ k, 0 ≤ n k) → (∀ k, 0 ≤ s k) →
      exchangeEnergy w n s F ≤ exchangeEnergy w n s G) ↔ ∀ x, 0 ≤ x → G x ≤ F x := by
  constructor
  · intro h x hx
    -- test on unit density with the same gradient everywhere
    have h1 := h (fun _ => 1) (fun _ => 1) (fun _ => x) (fun _ => zero_le_one)
      (fun _ => zero_le_one) (fun _ => hx)
    simp only [exchangeEnergy, Real.one_rpow, one_mul, Finset.sum_const, nsmul_eq_mul,
      Finset.card_univ] at h1
    have hc : (0 : ℝ) < (Fintype.card ι : ℝ) := by exact_mod_cast Fintype.card_pos
    exact le_of_mul_le_mul_left (by linarith) hc
  · intro h w n s hw hn hs
    exact exchangeEnergy_anti hw hn fun k => h _ (hs k)

/-- If two enhancement factors agree at zero gradient and `G < F` at every nonzero one, then `F`
gives a strictly lower energy, for nonnegative weights and densities, as soon as one grid point
has positive weight, positive density and nonzero gradient. -/
theorem exchangeEnergy_lt {w n s : ι → ℝ} {F G : ℝ → ℝ} (hw : ∀ k, 0 ≤ w k)
    (hn : ∀ k, 0 ≤ n k) (h0 : G 0 = F 0) (h : ∀ x, x ≠ 0 → G x < F x)
    {k : ι} (hwk : 0 < w k) (hnk : 0 < n k) (hsk : s k ≠ 0) :
    exchangeEnergy w n s F < exchangeEnergy w n s G := by
  have hle : ∀ x, G x ≤ F x := fun x => by
    by_cases hx : x = 0
    · rw [hx, h0]
    · exact (h x hx).le
  unfold exchangeEnergy
  refine neg_lt_neg (Finset.sum_lt_sum (fun j _ => ?_) ⟨k, Finset.mem_univ k, ?_⟩)
  · exact mul_le_mul_of_nonneg_left (hle _) (mul_nonneg (hw j) (Real.rpow_nonneg (hn j) _))
  · exact mul_lt_mul_of_pos_left (h _ hsk) (mul_pos hwk (Real.rpow_pos_of_pos hnk _))

/-- Exact difference of two PBE factors with common `κ > 0` and gradient coefficients
`μ, μ' ≥ 0`. -/
theorem pbe_sub_pbe {κ μ μ' : ℝ} (hκ : 0 < κ) (hμ : 0 ≤ μ) (hμ' : 0 ≤ μ') (s : ℝ) :
    pbe κ μ s - pbe κ μ' s =
      (μ - μ') * (κ ^ 2 * s ^ 2 / ((κ + μ * s ^ 2) * (κ + μ' * s ^ 2))) := by
  have h1 : κ + μ * s ^ 2 ≠ 0 := by positivity
  have h2 : κ + μ' * s ^ 2 ≠ 0 := by positivity
  unfold pbe
  field_simp
  ring

/-- For `κ > 0` and `μ ≥ 0`, the RPBE factor differs from the PBE factor by a multiple of the
remainder of the exponential beyond first order in `μ s² / κ`. -/
theorem rpbe_sub_pbe {κ μ : ℝ} (hκ : 0 < κ) (hμ : 0 ≤ μ) (s : ℝ) :
    rpbe κ μ s - pbe κ μ s = κ ^ 2 * Real.exp (-(μ * s ^ 2 / κ)) *
      (Real.exp (μ * s ^ 2 / κ) - (μ * s ^ 2 / κ + 1)) / (κ + μ * s ^ 2) := by
  have h1 : κ + μ * s ^ 2 ≠ 0 := by positivity
  unfold rpbe pbe
  obtain ⟨x, hx⟩ : ∃ x, x = μ * s ^ 2 / κ := ⟨_, rfl⟩
  have hκx : κ * x = μ * s ^ 2 := by
    rw [hx]
    field_simp
  have hE : Real.exp (-x) * Real.exp x = 1 := by
    rw [← Real.exp_add, neg_add_cancel, Real.exp_zero]
  have hq : κ * μ * s ^ 2 / (κ + μ * s ^ 2) * (κ + μ * s ^ 2) = κ * μ * s ^ 2 :=
    div_mul_cancel₀ _ h1
  rw [← hx, eq_div_iff h1]
  linear_combination -hq - κ ^ 2 * hE + κ * Real.exp (-x) * hκx

/-- For nonnegative weights and densities, `κ > 0` and `0 ≤ μ' ≤ μ`, the exchange energies are
ordered as RPBE with `μ`, PBE with `μ`, PBE with `μ'` (the PBEsol form), LDA, from low to high. -/
theorem gga_energy_ordering {w n : ι → ℝ} (s : ι → ℝ) {κ μ μ' : ℝ} (hw : ∀ k, 0 ≤ w k)
    (hn : ∀ k, 0 ≤ n k) (hκ : 0 < κ) (hμ' : 0 ≤ μ') (h : μ' ≤ μ) :
    exchangeEnergy w n s (rpbe κ μ) ≤ exchangeEnergy w n s (pbe κ μ) ∧
    exchangeEnergy w n s (pbe κ μ) ≤ exchangeEnergy w n s (pbe κ μ') ∧
    exchangeEnergy w n s (pbe κ μ') ≤ exchangeEnergy w n s lda := by
  have hμ : 0 ≤ μ := hμ'.trans h
  refine ⟨exchangeEnergy_anti hw hn fun k => ?_, exchangeEnergy_anti hw hn fun k => ?_,
    exchangeEnergy_anti hw hn fun k => ?_⟩
  · -- the exponential lies above its tangent
    rw [← sub_nonneg, rpbe_sub_pbe hκ hμ]
    exact div_nonneg (mul_nonneg (by positivity) (sub_nonneg.2 (Real.add_one_le_exp _)))
      (by positivity)
  · rw [← sub_nonneg, pbe_sub_pbe hκ hμ hμ']
    exact mul_nonneg (sub_nonneg.2 h) (by positivity)
  · unfold lda pbe
    exact le_add_of_nonneg_right (by positivity)

/-- The three inequalities are strict if `κ > 0`, `0 < μ' < μ`, weights and densities are
nonnegative, and some grid point has positive weight, positive density and nonzero gradient. -/
theorem gga_energy_ordering_strict {w n s : ι → ℝ} {κ μ μ' : ℝ} (hw : ∀ k, 0 ≤ w k)
    (hn : ∀ k, 0 ≤ n k) (hκ : 0 < κ) (hμ' : 0 < μ') (h : μ' < μ)
    {k : ι} (hwk : 0 < w k) (hnk : 0 < n k) (hsk : s k ≠ 0) :
    exchangeEnergy w n s (rpbe κ μ) < exchangeEnergy w n s (pbe κ μ) ∧
    exchangeEnergy w n s (pbe κ μ) < exchangeEnergy w n s (pbe κ μ') ∧
    exchangeEnergy w n s (pbe κ μ') < exchangeEnergy w n s lda := by
  have hμ : 0 < μ := hμ'.trans h
  refine ⟨exchangeEnergy_lt hw hn (by simp [rpbe, pbe]) (fun x hx => ?_) hwk hnk hsk,
    exchangeEnergy_lt hw hn (by simp [pbe]) (fun x hx => ?_) hwk hnk hsk,
    exchangeEnergy_lt hw hn (by simp [pbe, lda]) (fun x hx => ?_) hwk hnk hsk⟩
  · have hy : 0 < μ * x ^ 2 / κ := by positivity
    rw [← sub_pos, rpbe_sub_pbe hκ hμ.le]
    exact div_pos (mul_pos (by positivity) (sub_pos.2 (Real.add_one_lt_exp hy.ne')))
      (by positivity)
  · rw [← sub_pos, pbe_sub_pbe hκ hμ.le hμ'.le]
    exact mul_pos (sub_pos.2 h) (by positivity)
  · unfold lda pbe
    exact lt_add_of_pos_right _ (by positivity)

/-- For `κ, μ > 0` and nonnegative weights and densities, the RPBE and LDA energies coincide
exactly when every grid point has zero weight, zero density or zero gradient. -/
theorem rpbe_eq_lda_iff {w n s : ι → ℝ} {κ μ : ℝ} (hw : ∀ k, 0 ≤ w k)
    (hn : ∀ k, 0 ≤ n k) (hκ : 0 < κ) (hμ : 0 < μ) :
    exchangeEnergy w n s (rpbe κ μ) = exchangeEnergy w n s lda ↔
      ∀ k, w k = 0 ∨ n k = 0 ∨ s k = 0 := by
  constructor
  · intro he k
    by_contra hc
    simp only [not_or] at hc
    obtain ⟨a, b, c⟩ := hc
    -- one inhomogeneous point already separates the two energies
    obtain ⟨h1, h2, h3⟩ := gga_energy_ordering_strict hw hn hκ (half_pos hμ) (half_lt_self hμ)
      (lt_of_le_of_ne (hw k) (Ne.symm a)) (lt_of_le_of_ne (hn k) (Ne.symm b)) c
    linarith
  · intro h
    unfold exchangeEnergy
    refine congrArg Neg.neg (Finset.sum_congr rfl fun k _ => ?_)
    rcases h k with h | h | h
    · rw [h, zero_mul, zero_mul, zero_mul]
    · rw [h, Real.zero_rpow (by norm_num), mul_zero, zero_mul, zero_mul]
    · simp [h, rpbe, lda]

/-- For nonnegative weights and densities, `κ > 0` and `0 ≤ μ' ≤ μ`, lowering `μ` to `μ'` in PBE
raises the exchange energy by at most `μ - μ'` times the grid sum of `w n^(4/3) s²`. -/
theorem pbe_energy_gap_le {w n : ι → ℝ} (s : ι → ℝ) {κ μ μ' : ℝ} (hw : ∀ k, 0 ≤ w k)
    (hn : ∀ k, 0 ≤ n k) (hκ : 0 < κ) (hμ' : 0 ≤ μ') (h : μ' ≤ μ) :
    exchangeEnergy w n s (pbe κ μ') - exchangeEnergy w n s (pbe κ μ) ≤
      (μ - μ') * ∑ k, w k * n k ^ (4 / 3 : ℝ) * s k ^ 2 := by
  have hμ : 0 ≤ μ := hμ'.trans h
  -- pointwise, the factors differ by at most the difference of their quadratic terms
  have key : ∀ x : ℝ, pbe κ μ x ≤ pbe κ μ' x + (μ - μ') * x ^ 2 := fun x => by
    have h1 : κ ^ 2 * x ^ 2 / ((κ + μ * x ^ 2) * (κ + μ' * x ^ 2)) ≤ x ^ 2 := by
      rw [div_le_iff₀ (by positivity)]
      have h2 : 0 ≤ x ^ 2 * (κ * (μ + μ') * x ^ 2 + μ * μ' * x ^ 4) := by positivity
      linarith [show x ^ 2 * ((κ + μ * x ^ 2) * (κ + μ' * x ^ 2)) = κ ^ 2 * x ^ 2 +
        x ^ 2 * (κ * (μ + μ') * x ^ 2 + μ * μ' * x ^ 4) by ring]
    have h3 := mul_le_mul_of_nonneg_left h1 (sub_nonneg.2 h)
    linarith [pbe_sub_pbe hκ hμ hμ' x]
  have hsum : ∑ k, w k * n k ^ (4 / 3 : ℝ) * pbe κ μ (s k) ≤
      ∑ k, (w k * n k ^ (4 / 3 : ℝ) * pbe κ μ' (s k) +
        (μ - μ') * (w k * n k ^ (4 / 3 : ℝ) * s k ^ 2)) := by
    refine Finset.sum_le_sum fun k _ => ?_
    have h4 := mul_le_mul_of_nonneg_left (key (s k))
      (mul_nonneg (hw k) (Real.rpow_nonneg (hn k) (4 / 3 : ℝ)))
    linarith
  rw [Finset.sum_add_distrib, ← Finset.mul_sum] at hsum
  unfold exchangeEnergy
  linarith

end

end GGAExchangeOrdering
```

```lean
#print axioms GGAExchangeOrdering.energy_order_iff_factor_order
#print axioms GGAExchangeOrdering.gga_energy_ordering
#print axioms GGAExchangeOrdering.rpbe_eq_lda_iff
#print axioms GGAExchangeOrdering.pbe_energy_gap_le
```

```
'GGAExchangeOrdering.energy_order_iff_factor_order' depends on axioms: [propext, Classical.choice, Quot.sound]
'GGAExchangeOrdering.gga_energy_ordering' depends on axioms: [propext, Classical.choice, Quot.sound]
'GGAExchangeOrdering.rpbe_eq_lda_iff' depends on axioms: [propext, Classical.choice, Quot.sound]
'GGAExchangeOrdering.pbe_energy_gap_le' depends on axioms: [propext, Classical.choice, Quot.sound]
```

## From pointwise identities to grid sums

`exchangeEnergy_anti` is the monotonicity argument. `neg_le_neg` turns the claim around, `Finset.sum_le_sum` reduces it to a single grid point, and the factor inequality is multiplied by the nonnegative $a_k$. `energy_order_iff_factor_order` adds the converse: it inserts the constant test arrays and cancels the positive number of points.

`exchangeEnergy_lt` is the strict version. It assumes that the factors agree at zero and that $G<F$ elsewhere. `Finset.sum_lt_sum` then needs a weak inequality at every point and a strict one at the distinguished point `k`.

The two exact differences are `pbe_sub_pbe` and `rpbe_sub_pbe`. In the first, `field_simp` clears the nonzero denominators and `ring` checks the remaining polynomial identity. The second names $x=\mu s^2/\kappa$ and combines three equations by `linear_combination`: `hκx` is $\kappa x=\mu s^2$, `hE` is $e^{-x}e^x=1$, and `hq` clears the PBE denominator.

In `gga_energy_ordering`, each inequality is first reduced to its factors by `exchangeEnergy_anti`. For the first two, `sub_nonneg` converts the comparison into the sign of a difference, and the matching identity is substituted. `Real.add_one_le_exp` supplies the tangent inequality, the hypothesis `h` gives $\mu-\mu'\ge0$, and `positivity` settles the signs of the remaining factors. The LDA comparison needs only a nonnegative added term.

`gga_energy_ordering_strict` follows the same pattern with `exchangeEnergy_lt` and the strict tangent inequality `Real.add_one_lt_exp`. For the forward direction of `rpbe_eq_lda_iff`, the proof supposes that some point has nonzero weight, density and gradient, and applies the strict chain with $\mu'=\mu/2$. This separates the RPBE and LDA energies, contradicting their equality. In the reverse direction, each of the three alternatives makes the two summands equal.

Finally, `pbe_energy_gap_le` proves the upper bound on the gap. Its step `key` bounds the difference of the PBE factors by $(\mu-\mu')x^2$, where $x$ now denotes a reduced gradient; expanding the denominator shows that the fraction in the exact identity is at most $x^2$. The step `hsum` multiplies this bound by $a_k$ and sums it over the grid.
